# Linear Rashba–Dresselhaus coupling conserves the same in-plane spin component at every wave vector exactly when the two strengths have equal magnitude

## Hamiltonian and spin axes

Let \(\mathbf k=(k_x,k_y)\) be a real in-plane wave vector, \(\varepsilon(\mathbf k)\) any real spin-independent dispersion, and \(\sigma_x,\sigma_y,\sigma_z\) the Pauli matrices in the spin-up, spin-down basis. The Hamiltonian is

\[
H(\mathbf k)=\varepsilon(\mathbf k)\,1+a(k_y\sigma_x-k_x\sigma_y)+b(k_x\sigma_x-k_y\sigma_y).
\]

The real constants \(a\) and \(b\) are the Rashba and Dresselhaus strengths. They stand for structural and bulk inversion asymmetry, and are inputs here. The \(b\) term is the one for a zinc-blende quantum well grown along [001], with \(x\) and \(y\) along the cubic axes [100] and [010]. For growth along [110] or [111] the linear Dresselhaus term has a different form, and the results below do not apply to it. An in-plane spin component is \(\mathbf n\cdot\boldsymbol\sigma=n_x\sigma_x+n_y\sigma_y\), with \(\mathbf n\) real and not necessarily of unit length.

## Three equivalent tests for balance

Each of the following holds if and only if \(a^2=b^2\):

- some nonzero in-plane \(\mathbf n\) has \([\mathbf n\cdot\boldsymbol\sigma,H(\mathbf k)]=0\) for every \(\mathbf k\);
- some \(2\times2\) matrix that is not a multiple of the identity commutes with every \(H(\mathbf k)\);
- some nonzero \(\mathbf k\)-independent spinor is an eigenvector of every \(H(\mathbf k)\).

The case \(a=b=0\), with no spin-orbit coupling, is included.

## One spin basis for the whole band structure

In this non-interacting two-band model, a code can rotate the spin basis once and treat two scalar bands separately only if \(a^2=b^2\). When \(a=b\ne0\) or \(a=-b\ne0\), sorting the bands by energy still exchanges their spin labels across the line where they cross.

A check along one line through the origin is not enough. For \(a=1\), \(b=0\), the matrix \(\sigma_y\) commutes with \(H(k_x,0)=\varepsilon\,1-k_x\sigma_y\) for every \(k_x\), yet the strengths are unbalanced. Two linearly independent wave vectors suffice to test a given \(\mathbf n\), because the commutator is linear in \(\mathbf k\).

## From the commutator to the spin axis

Put \(X=ak_y+bk_x\) and \(Y=ak_x+bk_y\). Then \(H=\varepsilon\,1+X\sigma_x-Y\sigma_y\), and \([\sigma_x,\sigma_y]=2i\sigma_z\) gives

\[
[\mathbf n\cdot\boldsymbol\sigma,H]=-2i(n_xY+n_yX)\sigma_z .
\]

The bracket equals \(k_x(an_x+bn_y)+k_y(bn_x+an_y)\). It vanishes for all \(\mathbf k\) exactly when

\[
an_x+bn_y=0,\qquad bn_x+an_y=0 .
\]

Taking \(a\) times the first equation minus \(b\) times the second gives \((a^2-b^2)n_x=0\). Exchanging the roles of the equations gives \((a^2-b^2)n_y=0\). A nonzero \(\mathbf n\) therefore forces \(a^2=b^2\). Conversely, \(\mathbf n=(1,-1)\) works for \(a=b\), and \((1,1)\) for \(a=-b\).

## Arbitrary spin matrices and fixed spinors

The off-diagonal elements of \(H\) are \(H_{01}=X+iY\) and \(H_{10}=X-iY\). If a matrix \(S\) commutes with \(H\), the 00 and 01 elements of \(SH=HS\) give

\[
S_{01}(X-iY)=S_{10}(X+iY),\qquad (S_{00}-S_{11})(X+iY)=0 .
\]

If \(Hu=Eu\), multiplying the lower component by \(u_0\), the upper by \(u_1\), and subtracting eliminates \(E\) and \(\varepsilon\):

\[
u_0^2(X-iY)=u_1^2(X+iY).
\]

At \(\mathbf k=(1,0)\) and \((0,1)\), relations of the form \(q(X-iY)=r(X+iY)\) become

\[
q(b-ia)=r(b+ia),\qquad q(a-ib)=r(a+ib).
\]

Eliminating either unknown gives \(2i(b^2-a^2)q=0\) and \(2i(b^2-a^2)r=0\). For \(a^2\ne b^2\), both vanish. With \(q=S_{01}\), \(r=S_{10}\), and then \(q=0\), \(r=S_{00}-S_{11}\), the matrix \(S\) is scalar. With \(q=u_0^2\), \(r=u_1^2\), the spinor is zero.

For \(b=sa\), \(s=\pm1\), we have \(Y=sX\), so \(H=\varepsilon\,1+X(\sigma_x-s\sigma_y)\). The normalised spinors

\[
u_\tau=\tfrac12\begin{pmatrix}1+is\\ \tau\sqrt2\end{pmatrix},\qquad \tau=\pm1,
\]

satisfy \((\sigma_x-s\sigma_y)u_\tau=\tau\sqrt2\,u_\tau\): the upper component is immediate, and the lower uses \((1-is)(1+is)=2\). Their energies are

\[
E_\tau=\varepsilon(\mathbf k)+\tau\sqrt2\,a(k_y+sk_x).
\]

Along the unit vector \((1,-s)/\sqrt2\), the Pauli spin component has eigenvalue \(\tau\). This supplies the fixed spinor in the balanced case, while the conserved \(\mathbf n\cdot\boldsymbol\sigma\) supplies the non-scalar matrix.

## The Lean definitions and proofs

```lean
import Mathlib

open Matrix Complex

namespace RashbaDresselhaus

noncomputable section

/-- The Pauli matrix `σx`. -/
def σx : Matrix (Fin 2) (Fin 2) ℂ := !![0, 1; 1, 0]

/-- The Pauli matrix `σy`. -/
def σy : Matrix (Fin 2) (Fin 2) ℂ := !![0, -I; I, 0]

/-- The Pauli matrix `σz`. -/
def σz : Matrix (Fin 2) (Fin 2) ℂ := !![1, 0; 0, -1]

/-- The in-plane spin component `n·σ = nx σx + ny σy`. -/
def planeSpin (nx ny : ℝ) : Matrix (Fin 2) (Fin 2) ℂ :=
  (nx : ℂ) • σx + (ny : ℂ) • σy

/-- The Bloch Hamiltonian with spin-independent dispersion `ε`, Rashba strength `a`
and Dresselhaus strength `b`. -/
def bandH (ε : ℝ → ℝ → ℝ) (a b kx ky : ℝ) : Matrix (Fin 2) (Fin 2) ℂ :=
  (ε kx ky : ℂ) • (1 : Matrix (Fin 2) (Fin 2) ℂ)
    + (a : ℂ) • ((ky : ℂ) • σx - (kx : ℂ) • σy)
    + (b : ℂ) • ((kx : ℂ) • σx - (ky : ℂ) • σy)

/-- A spinor that does not depend on the wave vector, labelled by two real numbers
`s` and `τ`. -/
def labelSpinor (s τ : ℝ) : Fin 2 → ℂ :=
  ![1 + (s : ℂ) * I, (τ : ℂ) * ((Real.sqrt 2 : ℝ) : ℂ)]

/-- The matrix elements of the Bloch Hamiltonian in the spin-up, spin-down basis. -/
theorem bandH_apply (ε : ℝ → ℝ → ℝ) (a b kx ky : ℝ) :
    bandH ε a b kx ky 0 0 = ε kx ky ∧
    bandH ε a b kx ky 0 1 = (a * ky + b * kx) + I * (a * kx + b * ky) ∧
    bandH ε a b kx ky 1 0 = (a * ky + b * kx) - I * (a * kx + b * ky) ∧
    bandH ε a b kx ky 1 1 = ε kx ky := by
  refine ⟨?_, ?_, ?_, ?_⟩ <;> simp [bandH, σx, σy] <;> ring

/-- The matrix elements of an in-plane spin component. -/
theorem planeSpin_apply (nx ny : ℝ) :
    planeSpin nx ny 0 0 = 0 ∧ planeSpin nx ny 0 1 = nx - ny * I ∧
    planeSpin nx ny 1 0 = nx + ny * I ∧ planeSpin nx ny 1 1 = 0 := by
  refine ⟨?_, ?_, ?_, ?_⟩ <;> simp [planeSpin, σx, σy]
  ring

/-- The commutator of an in-plane spin component with the Hamiltonian is a multiple of
`σz`, linear in the wave vector. -/
theorem spin_commutator (ε : ℝ → ℝ → ℝ) (a b nx ny kx ky : ℝ) :
    planeSpin nx ny * bandH ε a b kx ky - bandH ε a b kx ky * planeSpin nx ny =
      (-2 * I * ((nx * (a * kx + b * ky) + ny * (a * ky + b * kx) : ℝ) : ℂ)) • σz := by
  obtain ⟨h00, h01, h10, h11⟩ := bandH_apply ε a b kx ky
  obtain ⟨s00, s01, s10, s11⟩ := planeSpin_apply nx ny
  ext i j
  fin_cases i <;> fin_cases j <;>
    simp [Matrix.mul_apply, Fin.sum_univ_two, h00, h01, h10, h11, s00, s01, s10, s11, σz] <;>
    ring

/-- The spin component along `(nx, ny)` is conserved at every wave vector exactly when
`(nx, ny)` solves two linear equations in the coupling strengths. -/
theorem conserved_iff (ε : ℝ → ℝ → ℝ) (a b nx ny : ℝ) :
    (∀ kx ky, planeSpin nx ny * bandH ε a b kx ky = bandH ε a b kx ky * planeSpin nx ny) ↔
      a * nx + b * ny = 0 ∧ b * nx + a * ny = 0 := by
  constructor
  · intro h
    have key : ∀ kx ky : ℝ, nx * (a * kx + b * ky) + ny * (a * ky + b * kx) = 0 := by
      intro kx ky
      have h1 := spin_commutator ε a b nx ny kx ky
      rw [h kx ky, sub_self] at h1
      have h2 := congrFun (congrFun h1 0) 0
      have hz : σz 0 0 = 1 := by simp [σz]
      rw [Matrix.smul_apply, hz, smul_eq_mul, mul_one, Matrix.zero_apply] at h2
      have h3 : ((nx * (a * kx + b * ky) + ny * (a * ky + b * kx) : ℝ) : ℂ) = 0 := by
        linear_combination (-I / 2) * h2 +
          ((nx * (a * kx + b * ky) + ny * (a * ky + b * kx) : ℝ) : ℂ) * I_sq
      exact Complex.ofReal_eq_zero.mp h3
    -- the two coordinate directions of k give the two equations
    exact ⟨by linear_combination key 1 0, by linear_combination key 0 1⟩
  · rintro ⟨h1, h2⟩ kx ky
    have hx : nx * (a * kx + b * ky) + ny * (a * ky + b * kx) = 0 := by
      linear_combination kx * h1 + ky * h2
    apply sub_eq_zero.mp
    rw [spin_commutator, hx]
    simp

/-- Some nonzero in-plane spin component commutes with the Hamiltonian at every wave vector
if and only if the Rashba and Dresselhaus strengths are equal in magnitude. -/
theorem exists_conserved_spin_iff (ε : ℝ → ℝ → ℝ) (a b : ℝ) :
    (∃ nx ny : ℝ, (nx ≠ 0 ∨ ny ≠ 0) ∧ ∀ kx ky,
      planeSpin nx ny * bandH ε a b kx ky = bandH ε a b kx ky * planeSpin nx ny) ↔
      a ^ 2 = b ^ 2 := by
  constructor
  · rintro ⟨nx, ny, hn, h⟩
    obtain ⟨h1, h2⟩ := (conserved_iff ε a b nx ny).mp h
    have hx : (a ^ 2 - b ^ 2) * nx = 0 := by linear_combination a * h1 - b * h2
    have hy : (a ^ 2 - b ^ 2) * ny = 0 := by linear_combination a * h2 - b * h1
    rcases hn with hn | hn
    · exact sub_eq_zero.mp ((mul_eq_zero.mp hx).resolve_right hn)
    · exact sub_eq_zero.mp ((mul_eq_zero.mp hy).resolve_right hn)
  · intro h
    rcases eq_or_eq_neg_of_sq_eq_sq a b h with h | h
    · exact ⟨1, -1, Or.inl one_ne_zero,
        (conserved_iff ε a b 1 (-1)).mpr ⟨by linarith, by linarith⟩⟩
    · exact ⟨1, 1, Or.inl one_ne_zero,
        (conserved_iff ε a b 1 1).mpr ⟨by linarith, by linarith⟩⟩

/-- For strengths of different magnitude, the linear system set by the spin-orbit matrix
elements at `k = (1,0)` and `k = (0,1)` has only the zero solution. -/
theorem unbalanced_system {a b : ℝ} (hab : a ^ 2 ≠ b ^ 2) {q r : ℂ}
    (h1 : q * (b - I * a) = r * (b + I * a)) (h2 : q * (a - I * b) = r * (a + I * b)) :
    q = 0 ∧ r = 0 := by
  have hd : (b : ℂ) ^ 2 - (a : ℂ) ^ 2 ≠ 0 := by
    intro h
    have h' : b ^ 2 - a ^ 2 = 0 := by exact_mod_cast h
    exact hab (by linarith)
  have hD : 2 * I * ((b : ℂ) ^ 2 - (a : ℂ) ^ 2) ≠ 0 :=
    mul_ne_zero (mul_ne_zero two_ne_zero I_ne_zero) hd
  have hq : 2 * I * ((b : ℂ) ^ 2 - (a : ℂ) ^ 2) * q = 0 := by
    linear_combination (a + I * b) * h1 - (b + I * a) * h2
  have hr : 2 * I * ((b : ℂ) ^ 2 - (a : ℂ) ^ 2) * r = 0 := by
    linear_combination (a - I * b) * h1 - (b - I * a) * h2
  exact ⟨(mul_eq_zero.mp hq).resolve_left hD, (mul_eq_zero.mp hr).resolve_left hD⟩

/-- Some spin matrix that is not a multiple of the identity commutes with the Hamiltonian at
every wave vector if and only if the two strengths are equal in magnitude. -/
theorem exists_conserved_matrix_iff (ε : ℝ → ℝ → ℝ) (a b : ℝ) :
    (∃ S : Matrix (Fin 2) (Fin 2) ℂ, (∀ c : ℂ, S ≠ c • (1 : Matrix (Fin 2) (Fin 2) ℂ)) ∧
      ∀ kx ky, S * bandH ε a b kx ky = bandH ε a b kx ky * S) ↔ a ^ 2 = b ^ 2 := by
  constructor
  · rintro ⟨S, hS, h⟩
    by_contra hab
    have key : ∀ kx ky : ℝ,
        S 0 1 * ((a * ky + b * kx) - I * (a * kx + b * ky)) =
          S 1 0 * ((a * ky + b * kx) + I * (a * kx + b * ky)) ∧
        (S 0 0 - S 1 1) * ((a * ky + b * kx) + I * (a * kx + b * ky)) = 0 := by
      intro kx ky
      obtain ⟨h00, h01, h10, h11⟩ := bandH_apply ε a b kx ky
      have e0 := congrFun (congrFun (h kx ky) 0) 0
      have e1 := congrFun (congrFun (h kx ky) 0) 1
      simp only [Matrix.mul_apply, Fin.sum_univ_two, h00, h01, h10, h11] at e0 e1
      exact ⟨by linear_combination e0, by linear_combination e1⟩
    obtain ⟨x1, x2⟩ := key 1 0
    obtain ⟨y1, y2⟩ := key 0 1
    simp only [ofReal_one, ofReal_zero] at x1 x2 y1 y2
    -- the off-diagonal elements vanish and the diagonal ones agree
    obtain ⟨hq, hr⟩ := unbalanced_system hab (q := S 0 1) (r := S 1 0)
      (by linear_combination x1) (by linear_combination y1)
    obtain ⟨-, hp⟩ := unbalanced_system hab (q := 0) (r := S 0 0 - S 1 1)
      (by linear_combination -x2) (by linear_combination -y2)
    apply hS (S 0 0)
    ext i j
    fin_cases i <;> fin_cases j <;> simp [hq, hr, (sub_eq_zero.mp hp).symm]
  · intro h
    obtain ⟨nx, ny, hn, hc⟩ := (exists_conserved_spin_iff ε a b).mpr h
    refine ⟨planeSpin nx ny, fun c hS => ?_, hc⟩
    have e := congrFun (congrFun hS 0) 1
    rw [(planeSpin_apply nx ny).2.1] at e
    have er := congrArg Complex.re e
    have ei := congrArg Complex.im e
    simp at er ei
    rcases hn with hn | hn
    · exact hn er
    · exact hn ei

/-- For `b = s a` with `s = ±1`, the spinors with `τ = ±1` are eigenvectors of `σx - s σy`
and of the Hamiltonian at every wave vector, with band energies
`ε(k) + τ √2 a (ky + s kx)`. -/
theorem balanced_bands (ε : ℝ → ℝ → ℝ) (a s τ kx ky : ℝ) (hs : s ^ 2 = 1) (hτ : τ ^ 2 = 1) :
    planeSpin 1 (-s) *ᵥ labelSpinor s τ = ((τ * Real.sqrt 2 : ℝ) : ℂ) • labelSpinor s τ ∧
    bandH ε a (s * a) kx ky *ᵥ labelSpinor s τ =
      ((ε kx ky + τ * Real.sqrt 2 * a * (ky + s * kx) : ℝ) : ℂ) • labelSpinor s τ := by
  have hs' : (s : ℂ) ^ 2 = 1 := by exact_mod_cast hs
  have hτ' : (τ : ℂ) ^ 2 = 1 := by exact_mod_cast hτ
  have hr : ((Real.sqrt 2 : ℝ) : ℂ) ^ 2 = 2 := by
    exact_mod_cast Real.sq_sqrt (show (0 : ℝ) ≤ 2 by norm_num)
  obtain ⟨h00, h01, h10, h11⟩ := bandH_apply ε a (s * a) kx ky
  obtain ⟨s00, s01, s10, s11⟩ := planeSpin_apply 1 (-s)
  have u0 : labelSpinor s τ 0 = 1 + (s : ℂ) * I := rfl
  have u1 : labelSpinor s τ 1 = (τ : ℂ) * ((Real.sqrt 2 : ℝ) : ℂ) := rfl
  constructor <;> refine funext (Fin.forall_fin_two.mpr ⟨?_, ?_⟩) <;>
    simp only [Matrix.mulVec, dotProduct, Fin.sum_univ_two, h00, h01, h10, h11,
      s00, s01, s10, s11, u0, u1, Pi.smul_apply, smul_eq_mul] <;> push_cast
  · ring
  · linear_combination (-(s : ℂ) ^ 2) * I_sq + hs'
      - ((Real.sqrt 2 : ℝ) : ℂ) ^ 2 * hτ' - hr
  · linear_combination (-(τ * ((Real.sqrt 2 : ℝ) : ℂ) * a * I * kx)) * hs'
  · linear_combination (a * (I * kx + ky)) * hs' - (a * s * (kx + s * ky)) * I_sq
      - (a * (ky + s * kx) * ((Real.sqrt 2 : ℝ) : ℂ) ^ 2) * hτ' - (a * (ky + s * kx)) * hr

/-- Some nonzero spinor independent of the wave vector is an eigenvector of the Hamiltonian
at every wave vector if and only if the two strengths are equal in magnitude. -/
theorem exists_fixed_spinor_iff (ε : ℝ → ℝ → ℝ) (a b : ℝ) :
    (∃ u : Fin 2 → ℂ, u ≠ 0 ∧ ∀ kx ky, ∃ E : ℝ, bandH ε a b kx ky *ᵥ u = (E : ℂ) • u) ↔
      a ^ 2 = b ^ 2 := by
  constructor
  · rintro ⟨u, hu, h⟩
    by_contra hab
    -- eliminating the energy leaves a linear relation between the squared amplitudes
    have key : ∀ kx ky : ℝ,
        u 0 ^ 2 * ((a * ky + b * kx) - I * (a * kx + b * ky)) =
          u 1 ^ 2 * ((a * ky + b * kx) + I * (a * kx + b * ky)) := by
      intro kx ky
      obtain ⟨E, hE⟩ := h kx ky
      obtain ⟨h00, h01, h10, h11⟩ := bandH_apply ε a b kx ky
      have e0 := congrFun hE 0
      have e1 := congrFun hE 1
      simp only [Matrix.mulVec, dotProduct, Fin.sum_univ_two, h00, h01, h10, h11,
        Pi.smul_apply, smul_eq_mul] at e0 e1
      linear_combination u 0 * e1 - u 1 * e0
    have x := key 1 0
    have y := key 0 1
    simp only [ofReal_one, ofReal_zero] at x y
    obtain ⟨h0, h1⟩ := unbalanced_system hab (q := u 0 ^ 2) (r := u 1 ^ 2)
      (by linear_combination x) (by linear_combination y)
    exact hu (funext (Fin.forall_fin_two.mpr
      ⟨pow_eq_zero_iff two_ne_zero |>.mp h0, pow_eq_zero_iff two_ne_zero |>.mp h1⟩))
  · intro h
    obtain ⟨s, hs, hb⟩ : ∃ s : ℝ, s ^ 2 = 1 ∧ b = s * a := by
      rcases eq_or_eq_neg_of_sq_eq_sq a b h with h | h
      · exact ⟨1, by norm_num, by linarith⟩
      · exact ⟨-1, by norm_num, by linarith⟩
    refine ⟨labelSpinor s 1, fun h0 => ?_, fun kx ky => ?_⟩
    · have h1 := congrFun h0 1
      simp [labelSpinor] at h1
    · rw [hb]
      exact ⟨_, (balanced_bands ε a s 1 kx ky hs (by norm_num)).2⟩

end

end RashbaDresselhaus
```

```lean
#print axioms RashbaDresselhaus.exists_conserved_spin_iff
-- 'RashbaDresselhaus.exists_conserved_spin_iff' depends on axioms: [propext, Classical.choice, Quot.sound]
#print axioms RashbaDresselhaus.exists_conserved_matrix_iff
-- 'RashbaDresselhaus.exists_conserved_matrix_iff' depends on axioms: [propext, Classical.choice, Quot.sound]
#print axioms RashbaDresselhaus.exists_fixed_spinor_iff
-- 'RashbaDresselhaus.exists_fixed_spinor_iff' depends on axioms: [propext, Classical.choice, Quot.sound]
```

## Scope of the two-band theorems

`bandH ε a b kx ky` is \(H(\mathbf k)\), and `planeSpin nx ny` is \(\mathbf n\cdot\boldsymbol\sigma\). The function `ε` is arbitrary, without continuity or symmetry assumptions. In `exists_conserved_spin_iff`, `nx` and `ny` are chosen before `∀ kx ky`, so the axis cannot follow the wave vector. In `exists_fixed_spinor_iff`, the spinor is likewise chosen first, but the real energy `E` may depend on \(\mathbf k\). The code's `labelSpinor s τ` is \(2u_\tau\).

The lemmas `bandH_apply` and `planeSpin_apply` compute matrix elements. `spin_commutator` checks the commutator entry by entry, and `conserved_iff` extracts the two equations from the coordinate directions. `unbalanced_system` performs the elimination shared by `exists_conserved_matrix_iff` and `exists_fixed_spinor_iff`. Where equations are combined, `linear_combination` is given their multipliers and checks the resulting algebra. `balanced_bands` verifies both eigenvalue equations by components.

The theorems concern a two-component Hamiltonian with linear spin-orbit terms and all real \(\mathbf k\). They say nothing about cubic Dresselhaus terms, magnetic fields, additional bands, disorder or interactions. Nor do they set a numerical tolerance for near balance, though the commutator formula gives the size of the violation: for the unit axis \((1,-1)/\sqrt2\), which is the conserved one at \(a=b\), the commutator is \(-i\sqrt2\,(a-b)(k_x-k_y)\sigma_z\).
